# A Unique Maximum over the Small Component When E − D Is Positive Definite

An electron described by the Dirac equation has a large component $u$ and a small component $v$. Its energy is unbounded below in the full theory, so minimising over both components fails. The minimax principle takes a maximum over $v$ first and a minimum over $u$ afterwards. That principle concerns the normalised energy. The question here is a simpler one: which $v$ maximises the unnormalised expectation value of the Hamiltonian minus $E$, when $u$ and the real number $E$ are held fixed.

Take one basis function for each component. The Hamiltonian is then a $2\times2$ matrix with real diagonal entries $a$, $d$ and coupling $b$, and for a real number $E>d$

$$
F(v)=(a-E)|u|^2+2\,\mathrm{Re}(\bar u b v)-(E-d)|v|^2 .
$$

Completing the square gives

$$
F(v)=\Big(a-E+\frac{|b|^2}{E-d}\Big)|u|^2-(E-d)\Big|v-\frac{\bar b u}{E-d}\Big|^2 .
$$

The last term is never positive and vanishes at exactly one $v$. The maximum is therefore unique, at $v=\bar b u/(E-d)$.

## Completing the square with matrices

Let

$$
H=\begin{pmatrix}A&B\\B^\dagger&D\end{pmatrix},\qquad K=E-D,\qquad F(v)=\langle (u,v),(H-E)(u,v)\rangle ,
$$

with $A$ and $D$ Hermitian, $E$ real and $K$ positive definite. The last condition says that $E$ lies above every eigenvalue of the small-component block. For example, with energies measured from the rest energy $mc^2$ and a potential energy that is nowhere positive, such as the Coulomb attraction of nuclei, no eigenvalue of $D$ exceeds $-2mc^2$, so every $E>-2mc^2$ qualifies. Multiplying out the blocks,

$$
F(v)=\langle u,(A-E)u\rangle+\langle u,Bv\rangle+\langle v,B^\dagger u\rangle-\langle v,Kv\rangle .
$$

Define $v_0=K^{-1}B^\dagger u$, so that $Kv_0=B^\dagger u$. Since $K$ is Hermitian, the two cross terms become

$$
\langle v,B^\dagger u\rangle=\langle v,Kv_0\rangle,\qquad
\langle u,Bv\rangle=\langle B^\dagger u,v\rangle=\langle Kv_0,v\rangle=\langle v_0,Kv\rangle .
$$

Adding and subtracting $\langle v_0,Kv_0\rangle=\langle u,BK^{-1}B^\dagger u\rangle$ gives

$$
F(v)=\langle u,(A-E+BK^{-1}B^\dagger)u\rangle-\langle v-v_0,K(v-v_0)\rangle .
$$

For $v\ne v_0$ the subtracted term is strictly positive. Hence $v_0$ is the only maximiser, and the first term is the maximum. The second term is the exact loss caused by any other trial $v$.

Positivity of $K$ is also necessary. Suppose $D$ is Hermitian and, for one $u$, $F$ has a strict maximum at some $v_0$. For $x\neq0$ the terms linear in $x$ cancel in

$$
F(v_0+x)+F(v_0-x)=2F(v_0)-2\langle x,Kx\rangle .
$$

The left side is less than $2F(v_0)$, so $\langle x,Kx\rangle>0$.

For kinetic balance, measure energies from the rest energy $mc^2$, leave the potential out of the small block, and set $D=-2mc^2$, $B=cP$, where $P$ is the matrix of $\boldsymbol\sigma\cdot\mathbf p$. Then $K=E+2mc^2$ is a number times the identity, and if it is positive,

$$
v_0=\frac{c}{E+2mc^2}\,P^\dagger u .
$$

The usual kinetic balance condition, $v\approx P^\dagger u/(2mc)$, is the approximation for $|E|\ll 2mc^2$.

The vectors above are not normalised. For $(u,v)\neq0$ the energy expectation value is

$$
R(u,v)=E+\frac{F(v)}{\|u\|^2+\|v\|^2}.
$$

If $u\ne0$ and $E$ is such that the maximum of $F$ is zero, then $R\le E$, with equality only at $v_0$. At other values of $E$, $v_0$ need not maximise $R$. This passage to $R$, like the outer minimum over $u$, is an informal addition to the theorems below, which concern $F$ at fixed $E$.

## Components, blocks and the energy form in Lean

The index types `m` and `n` label the basis functions of the large and small components; `m` is not the mass. Both are finite, and the bases are taken as orthonormal, because $E$ multiplies the identity and not an overlap matrix.

```lean
import Mathlib

open Matrix
open scoped ComplexOrder

namespace KineticBalanceMaximum

noncomputable section

variable {m n : Type*} [Fintype m] [Fintype n]
```

The inner product $\langle x,y\rangle$ is written `star x ⬝ᵥ y`, conjugate-linear in the first argument. The first lemma is $\langle M^\dagger x,y\rangle=\langle x,My\rangle$, used above to move $B$ and $K$ across.

```lean
/-- A matrix can be moved from one side of the inner product to the other as its adjoint. -/
theorem adjoint_move (M : Matrix m n ℂ) (x : m → ℂ) (y : n → ℂ) :
    star (Mᴴ *ᵥ x) ⬝ᵥ y = star x ⬝ᵥ (M *ᵥ y) := by
  rw [Matrix.star_mulVec, conjTranspose_conjTranspose, ← Matrix.dotProduct_mulVec]
```

Applied to a Hermitian matrix, it shows that the quadratic form equals its own conjugate and is therefore real.

```lean
/-- The quadratic form of a Hermitian matrix is real. -/
theorem hermitian_form_real {M : Matrix n n ℂ} (hM : M.IsHermitian) (x : n → ℂ) :
    (star x ⬝ᵥ (M *ᵥ x)).im = 0 := by
  have h : star (star x ⬝ᵥ (M *ᵥ x)) = star x ⬝ᵥ (M *ᵥ x) := by
    rw [← Matrix.star_dotProduct]
    have h2 := adjoint_move M x x
    rwa [hM.eq] at h2
  exact Complex.conj_eq_iff_im.mp h
```

The Hamiltonian acts on the disjoint union `m ⊕ n`.

```lean
variable [DecidableEq m] [DecidableEq n]

/-- The block Hamiltonian `H = [[A, B], [B†, D]]` on large and small components. -/
def diracMatrix (A : Matrix m m ℂ) (B : Matrix m n ℂ) (D : Matrix n n ℂ) :
    Matrix (m ⊕ n) (m ⊕ n) ℂ :=
  fromBlocks A B Bᴴ D
```

The name `gap` denotes the whole matrix $K=E-D$, not a spectral gap.

```lean
/-- The matrix `E - D`, the energy measured from the small-component block. -/
def gap (D : Matrix n n ℂ) (E : ℝ) : Matrix n n ℂ := (E : ℂ) • 1 - D
```

`Sum.elim u v` stacks the two components into one vector, so `energyForm` is $F(v)$, with complex values.

```lean
/-- The energy form `⟨(u,v), (H - E)(u,v)⟩`. -/
def energyForm (A : Matrix m m ℂ) (B : Matrix m n ℂ) (D : Matrix n n ℂ) (E : ℝ)
    (u : m → ℂ) (v : n → ℂ) : ℂ :=
  star (Sum.elim u v) ⬝ᵥ ((diracMatrix A B D - (E : ℂ) • 1) *ᵥ Sum.elim u v)
```

The next two definitions are $v_0$ and the first term of the completed square.

```lean
/-- The balanced small component `(E - D)⁻¹ B† u`, for invertible `E - D`. -/
def balanced (B : Matrix m n ℂ) (D : Matrix n n ℂ) (E : ℝ) (u : m → ℂ) : n → ℂ :=
  (gap D E)⁻¹ *ᵥ (Bᴴ *ᵥ u)

/-- The reduced form `⟨u, (A - E + B (E - D)⁻¹ B†) u⟩` of the large component alone,
for invertible `E - D`. -/
def reducedForm (A : Matrix m m ℂ) (B : Matrix m n ℂ) (D : Matrix n n ℂ) (E : ℝ)
    (u : m → ℂ) : ℂ :=
  star u ⬝ᵥ ((A - (E : ℂ) • 1 + B * (gap D E)⁻¹ * Bᴴ) *ᵥ u)
```

## Reality and block expansion

When $A$ and $D$ are Hermitian, so is $H-E$, and the form is real. The theorems on the maximum compare real parts and do not assume that $A$ is Hermitian; with Hermitian $A$ the real part is the form itself.

```lean
variable (A : Matrix m m ℂ) (B : Matrix m n ℂ) {D : Matrix n n ℂ} {E : ℝ}

/-- For Hermitian `A` and `D` the energy form is real. -/
theorem energyForm_real {A : Matrix m m ℂ} (hA : A.IsHermitian) (hD : D.IsHermitian)
    (u : m → ℂ) (v : n → ℂ) : (energyForm A B D E u v).im = 0 := by
  apply hermitian_form_real
  change (diracMatrix A B D - (E : ℂ) • 1)ᴴ = _
  simp [diracMatrix, fromBlocks_conjTranspose, conjTranspose_sub, conjTranspose_smul,
    hA.eq, hD.eq]
```

The expansion follows the multiplication by hand: `hblock` writes $H-E$ in blocks with $-K$ in the lower corner, and `hsplit` separates the inner product into its large and small parts.

```lean
/-- The energy form written out in large and small components. -/
theorem energyForm_expand (u : m → ℂ) (v : n → ℂ) :
    energyForm A B D E u v = star u ⬝ᵥ ((A - (E : ℂ) • 1) *ᵥ u) + star u ⬝ᵥ (B *ᵥ v)
      + star v ⬝ᵥ (Bᴴ *ᵥ u) - star v ⬝ᵥ (gap D E *ᵥ v) := by
  have hblock : diracMatrix A B D - (E : ℂ) • 1
      = fromBlocks (A - (E : ℂ) • 1) B Bᴴ (-gap D E) := by
    ext i j
    rcases i with i | i <;> rcases j with j | j <;>
      simp [diracMatrix, gap, Matrix.one_apply]
  have hsplit : ∀ (x : m → ℂ) (y : n → ℂ),
      star (Sum.elim u v) ⬝ᵥ Sum.elim x y = star u ⬝ᵥ x + star v ⬝ᵥ y := by
    intro x y
    simp [dotProduct, Fintype.sum_sum_type]
  rw [energyForm, hblock, fromBlocks_mulVec, hsplit, Sum.elim_comp_inl, Sum.elim_comp_inr,
    dotProduct_add, dotProduct_add, Matrix.neg_mulVec, dotProduct_neg]
  ring
```

## The square and its maximum

The identity needs $K$ to be Hermitian and invertible, but not positive. In the proof, `hKw` is $Kv_0=B^\dagger u$, `hred` expands the reduced form, and `h1` is $\langle v_0,Ky\rangle=\langle u,By\rangle$. After these substitutions `ring` matches the remaining terms.

```lean
/-- Completing the square: for Hermitian, invertible `E - D`, the energy form is the reduced
form minus the `(E - D)`-form of the deviation of `v` from the balanced small component. -/
theorem complete_square (hK : (gap D E).IsHermitian) (hdet : IsUnit (gap D E).det)
    (u : m → ℂ) (v : n → ℂ) :
    energyForm A B D E u v = reducedForm A B D E u
      - star (v - balanced B D E u) ⬝ᵥ (gap D E *ᵥ (v - balanced B D E u)) := by
  -- the balanced component solves the small-component equation
  have hKw : gap D E *ᵥ balanced B D E u = Bᴴ *ᵥ u := by
    rw [balanced, Matrix.mulVec_mulVec, mul_nonsing_inv _ hdet, Matrix.one_mulVec]
  have hred : reducedForm A B D E u = star u ⬝ᵥ ((A - (E : ℂ) • 1) *ᵥ u)
      + star u ⬝ᵥ (B *ᵥ balanced B D E u) := by
    simp only [reducedForm, balanced, Matrix.add_mulVec, dotProduct_add,
      Matrix.mulVec_mulVec, Matrix.mul_assoc]
  have h1 : ∀ y, star (balanced B D E u) ⬝ᵥ (gap D E *ᵥ y) = star u ⬝ᵥ (B *ᵥ y) := by
    intro y
    rw [← adjoint_move, hK.eq, hKw, adjoint_move]
  rw [energyForm_expand, hred, Matrix.mulVec_sub, star_sub, sub_dotProduct, dotProduct_sub,
    dotProduct_sub, h1 v, h1 (balanced B D E u), hKw]
  ring
```

Positive definiteness, `PosDef`, includes Hermiticity and supplies the invertibility. The proof applies the identity at $v$ and at $v_0$; the two values differ by $\langle v-v_0,K(v-v_0)\rangle$, which `hpos` shows to be positive.

```lean
/-- If `E - D` is positive definite, then at fixed `u` every small component other than
`(E - D)⁻¹ B† u` gives a strictly lower energy form. -/
theorem balanced_unique_maximum (hK : (gap D E).PosDef) (u : m → ℂ) (v : n → ℂ)
    (hv : v ≠ balanced B D E u) :
    (energyForm A B D E u v).re < (energyForm A B D E u (balanced B D E u)).re := by
  have hdet := (Matrix.isUnit_iff_isUnit_det _).mp hK.isUnit
  have hpos := (Complex.lt_def.mp (hK.dotProduct_mulVec_pos (sub_ne_zero.mpr hv))).1
  rw [complete_square A B hK.isHermitian hdet u v,
    complete_square A B hK.isHermitian hdet u (balanced B D E u), sub_self,
    Matrix.mulVec_zero, dotProduct_zero, sub_zero, Complex.sub_re]
  rw [Complex.zero_re] at hpos
  linarith
```

`IsGreatest` says that the reduced form is attained by some small component and is an upper bound for all of them. The value is attained at $v_0$, and the bound comes from the preceding theorem.

```lean
/-- If `E - D` is positive definite, the greatest value of the energy form over all small
components is the reduced form of the large component. -/
theorem maximum_value (hK : (gap D E).PosDef) (u : m → ℂ) :
    IsGreatest (Set.range fun v => (energyForm A B D E u v).re)
      (reducedForm A B D E u).re := by
  have hdet := (Matrix.isUnit_iff_isUnit_det _).mp hK.isUnit
  have hval : energyForm A B D E u (balanced B D E u) = reducedForm A B D E u := by
    rw [complete_square A B hK.isHermitian hdet, sub_self, Matrix.mulVec_zero,
      dotProduct_zero, sub_zero]
  refine ⟨⟨balanced B D E u, congrArg Complex.re hval⟩, ?_⟩
  rintro _ ⟨v, rfl⟩
  rw [← hval]
  by_cases hv : v = balanced B D E u
  · rw [hv]
  · exact (balanced_unique_maximum A B hK u v hv).le
```

## Necessity of a positive definite E − D

Here the maximiser `v₀` is arbitrary and is not assumed to have the balanced form. The hypotheses `hp` and `hm` are the strict inequalities at $v_0\pm x$, and `hpar` is the identity in which the linear terms cancel. Read in reverse, the theorem says that if $E$ is at or below some eigenvalue of a Hermitian $D$, no $u$ gives a strict maximum.

```lean
/-- Converse: for Hermitian `D`, if at a single `u` the energy form has a strict global
maximum over the small component, then `E - D` is positive definite. -/
theorem posDef_of_strict_maximum (hD : D.IsHermitian) (u : m → ℂ) (v₀ : n → ℂ)
    (h : ∀ v, v ≠ v₀ → (energyForm A B D E u v).re < (energyForm A B D E u v₀).re) :
    (gap D E).PosDef := by
  have hK : (gap D E).IsHermitian := by
    change (gap D E)ᴴ = gap D E
    simp [gap, conjTranspose_sub, conjTranspose_smul, hD.eq]
  refine Matrix.posDef_iff_dotProduct_mulVec.mpr ⟨hK, ?_⟩
  intro x hx
  have hp := h (v₀ + x) (by simpa using hx)
  have hm := h (v₀ - x) (by simpa using hx)
  -- the terms linear in the displacement cancel between `v₀ + x` and `v₀ - x`
  have hpar : energyForm A B D E u (v₀ + x) + energyForm A B D E u (v₀ - x)
      = energyForm A B D E u v₀ + energyForm A B D E u v₀
        - (star x ⬝ᵥ (gap D E *ᵥ x) + star x ⬝ᵥ (gap D E *ᵥ x)) := by
    simp only [energyForm_expand, Matrix.mulVec_add, Matrix.mulVec_sub, star_add, star_sub,
      add_dotProduct, sub_dotProduct, dotProduct_add, dotProduct_sub]
    ring
  have hre := congrArg Complex.re hpar
  simp only [Complex.add_re, Complex.sub_re] at hre
  refine Complex.lt_def.mpr ⟨?_, (hermitian_form_real hK x).symm⟩
  rw [Complex.zero_re]
  linarith
```

## The kinetic balance factor

In the last theorem `mass` is the particle mass, and the only condition on the constants is $E+2mc^2>0$. The large block `A` may contain a potential, whereas the small block is the constant $-2mc^2$.

The proof computes $K$ in `hgap`, its positivity in `hK` and its inverse in `hinv`. Then `hbal` identifies the general $v_0$ with $c/(E+2mc^2)\,P^\dagger u$, and the general maximum theorem finishes the argument.

```lean
/-- Kinetic balance: for `B = c P` and `D = -2mc²` with `E + 2mc² > 0`, the energy form at
fixed `u` has its unique maximum at the small component `c / (E + 2mc²) P† u`. -/
theorem kinetic_balance (P : Matrix m n ℂ) (c mass E : ℝ) (hE : 0 < E + 2 * mass * c ^ 2)
    (u : m → ℂ) (v : n → ℂ)
    (hv : v ≠ ((c / (E + 2 * mass * c ^ 2) : ℝ) : ℂ) • (Pᴴ *ᵥ u)) :
    (energyForm A ((c : ℂ) • P) (-((2 * mass * c ^ 2 : ℝ) : ℂ) • 1) E u v).re
      < (energyForm A ((c : ℂ) • P) (-((2 * mass * c ^ 2 : ℝ) : ℂ) • 1) E u
          (((c / (E + 2 * mass * c ^ 2) : ℝ) : ℂ) • (Pᴴ *ᵥ u))).re := by
  have hgap : gap (-((2 * mass * c ^ 2 : ℝ) : ℂ) • (1 : Matrix n n ℂ)) E
      = ((E + 2 * mass * c ^ 2 : ℝ) : ℂ) • 1 := by
    rw [gap, ← sub_smul, sub_neg_eq_add, ← Complex.ofReal_add]
  have hs : (0 : ℂ) < ((E + 2 * mass * c ^ 2 : ℝ) : ℂ) := Complex.lt_def.mpr ⟨hE, rfl⟩
  have hK : (gap (-((2 * mass * c ^ 2 : ℝ) : ℂ) • (1 : Matrix n n ℂ)) E).PosDef := by
    rw [hgap]
    exact Matrix.PosDef.one.smul hs
  have hinv : (((E + 2 * mass * c ^ 2 : ℝ) : ℂ) • (1 : Matrix n n ℂ))⁻¹
      = ((E + 2 * mass * c ^ 2 : ℝ) : ℂ)⁻¹ • 1 := by
    apply Matrix.inv_eq_right_inv
    rw [Matrix.smul_mul, Matrix.one_mul, smul_smul, mul_inv_cancel₀ hs.ne', one_smul]
  have hbal : balanced ((c : ℂ) • P) (-((2 * mass * c ^ 2 : ℝ) : ℂ) • 1) E u
      = ((c / (E + 2 * mass * c ^ 2) : ℝ) : ℂ) • (Pᴴ *ᵥ u) := by
    rw [balanced, hgap, hinv, conjTranspose_smul, Complex.star_def, Complex.conj_ofReal,
      Matrix.smul_mulVec, Matrix.smul_mulVec, Matrix.one_mulVec, smul_smul,
      Complex.ofReal_div, div_eq_inv_mul]
  rw [← hbal] at hv ⊢
  exact balanced_unique_maximum A _ hK u v hv

end

end KineticBalanceMaximum
```

```lean
#print axioms KineticBalanceMaximum.energyForm_real
-- 'KineticBalanceMaximum.energyForm_real' depends on axioms: [propext, Classical.choice, Quot.sound]
#print axioms KineticBalanceMaximum.maximum_value
-- 'KineticBalanceMaximum.maximum_value' depends on axioms: [propext, Classical.choice, Quot.sound]
#print axioms KineticBalanceMaximum.posDef_of_strict_maximum
-- 'KineticBalanceMaximum.posDef_of_strict_maximum' depends on axioms: [propext, Classical.choice, Quot.sound]
#print axioms KineticBalanceMaximum.kinetic_balance
-- 'KineticBalanceMaximum.kinetic_balance' depends on axioms: [propext, Classical.choice, Quot.sound]
```

In relativistic electronic structure, this relation between the components motivates the choice of small-component basis, here for a one-electron matrix problem with no potential in the small block. How well the matrix model represents the Dirac operator depends in part on that basis. The vector $P^\dagger u$ represents only the projection of $\boldsymbol\sigma\cdot\mathbf p\,u$ onto the chosen small-component functions. If $\boldsymbol\sigma\cdot\mathbf p\,u$ lies outside their span, the maximum is still correct for the matrix, but $\langle u,PP^\dagger u\rangle/2m$ underestimates the nonrelativistic kinetic energy.
